# In a driven lossy cavity resonant with an emitter, a doublet in the emitter's absorption implies split mode frequencies, but a transmission doublet does not

Suppose two peaks in the spectrum of a molecule in a cavity are taken as proof that light and matter have formed two modes of different frequency. In transmission this can be wrong: the peaks may appear although both modes have the same frequency. A single peak in the emitter's absorption misleads in the other direction, since it can hide two split modes. For one driven cavity mode and one resonant emitter in linear response, the theorems below locate the peaks and compare them with the mode frequencies.

## The driven cavity and its signals

In Lean 4 with Mathlib:

```lean
import Mathlib

open Complex

namespace LossyCavityDoublets

noncomputable section

/-- Response denominator of a cavity mode (loss rate `κ`) coupled with strength `g` to a
resonant emitter (loss rate `γ`), at detuning `x`. -/
def response (κ γ g x : ℝ) : ℂ :=
  ((κ : ℂ) / 2 - I * x) * ((γ : ℂ) / 2 - I * x) + (g : ℂ) ^ 2
```

The cavity loses energy at rate $\kappa$, the emitter at rate $\gamma$, and $g$ is their coupling. The detuning $x$ is the drive frequency minus the resonance frequency that both share. A `def` introduces a name, here for

$$D(x)=(\kappa/2-ix)(\gamma/2-ix)+g^2 .$$

Despite its name, `response` is the denominator of the response. Since $\kappa$ and $\gamma$ are energy rates, amplitudes decay at half of them.

```lean
/-- Absorption spectrum `1/|D|²`, up to a constant factor, for non-zero response
denominator `D`. -/
def absorption (κ γ g x : ℝ) : ℝ := 1 / ‖response κ γ g x‖ ^ 2
```

This is $A(x)=1/|D(x)|^2$. "Absorption" here means the emitter's excitation when the cavity is driven, up to a factor. Light absorbed in the mirrors is not counted.

```lean
/-- Transmission spectrum `(x² + γ²/4)/|D|²`, up to a constant factor, for non-zero response
denominator `D`. -/
def transmission (κ γ g x : ℝ) : ℝ := (x ^ 2 + γ ^ 2 / 4) / ‖response κ γ g x‖ ^ 2
```

This is $T(x)=(x^2+\gamma^2/4)/|D(x)|^2$, proportional to the light intensity in the cavity.

```lean
/-- A spectrum is a doublet if its global maxima are exactly two opposite non-zero detunings. -/
def IsDoublet (f : ℝ → ℝ) : Prop :=
  ∃ a > 0, ∀ x, (∀ y, f y ≤ f x) ↔ x = a ∨ x = -a
```

A `Prop` is a statement. This one says that some $a>0$ exists such that $f$ is globally maximal at $x$ exactly when $x=a$ or $x=-a$. Whether an instrument could resolve the dip between the peaks is a separate matter.

```lean
/-- Non-Hermitian Hamiltonian of the cavity and the emitter in the one-excitation space. -/
def hamiltonian (κ γ g : ℝ) : Matrix (Fin 2) (Fin 2) ℂ :=
  !![-(I * κ / 2), (g : ℂ); (g : ℂ), -(I * γ / 2)]
```

With $\hbar=1$ and energies measured from the common resonance,

$$H=\begin{pmatrix}-i\kappa/2&g\\ g&-i\gamma/2\end{pmatrix}.$$

```lean
/-- The Hamiltonian has two eigenvalues with different real parts, that is, different
mode frequencies. -/
def ModesSplit (κ γ g : ℝ) : Prop :=
  ∃ z w : ℂ, (z • (1 : Matrix (Fin 2) (Fin 2) ℂ) - hamiltonian κ γ g).det = 0 ∧
    (w • (1 : Matrix (Fin 2) (Fin 2) ℂ) - hamiltonian κ γ g).det = 0 ∧ z.re ≠ w.re
```

`ModesSplit` asks for two roots $z,w$ of $\det(z-H)=0$ with different real parts. Asking only for $z\neq w$ would be a mistake: at weak coupling and unequal losses the eigenvalues also differ, but only in their decay rates.

```lean
/-- The squared modulus of the response denominator as a polynomial in the detuning. -/
theorem norm_response_sq (κ γ g x : ℝ) :
    ‖response κ γ g x‖ ^ 2 =
      (κ * γ / 4 + g ^ 2 - x ^ 2) ^ 2 + (-(x * (κ + γ) / 2)) ^ 2 := by
  have h : response κ γ g x = ((κ * γ / 4 + g ^ 2 - x ^ 2 : ℝ) : ℂ)
      + ((-(x * (κ + γ) / 2) : ℝ) : ℂ) * I := by
    unfold response
    push_cast
    linear_combination (x : ℂ) ^ 2 * I_sq
  rw [h, Complex.sq_norm, Complex.normSq_add_mul_I]
```

In a `theorem`, the statement stands before `:= by` and the proof after it. Multiplying out gives

$$D=\left(\tfrac{\kappa\gamma}{4}+g^2-x^2\right)-i\,\tfrac{x(\kappa+\gamma)}{2},$$

and $|D|^2$ is the sum of the two squares. The tactic `linear_combination` checks the expansion, using $i^2=-1$.

```lean
/-- With positive loss rates the response denominator vanishes at no real detuning. -/
theorem norm_response_sq_pos {κ γ : ℝ} (hκ : 0 < κ) (hγ : 0 < γ) (g x : ℝ) :
    0 < ‖response κ γ g x‖ ^ 2 := by
  rw [norm_response_sq]
  by_cases hx : x = 0
  · subst hx
    have h : 0 < κ * γ / 4 + g ^ 2 := by positivity
    have h2 := pow_pos h 2
    linarith
  · have h : 0 < (x * (κ + γ) / 2) ^ 2 := by positivity
    have h2 := sq_nonneg (κ * γ / 4 + g ^ 2 - x ^ 2)
    linarith
```

The hypotheses `hκ` and `hγ` say that both losses are positive. At $x=0$ the real part of $D$ is positive; at $x\neq0$ the imaginary part is non-zero. Hence $|D|^2>0$, and both spectra are finite everywhere.

```lean
/-- For positive loss rates and a cavity driven with unit amplitude, the steady-state cavity
intensity is the transmission spectrum and the emitter excitation is `g²` times the
absorption spectrum. -/
theorem steady_state {κ γ : ℝ} (hκ : 0 < κ) (hγ : 0 < γ) (g x : ℝ) (b c : ℂ)
    (h1 : ((κ : ℂ) / 2 - I * x) * b + I * g * c = 1)
    (h2 : ((γ : ℂ) / 2 - I * x) * c + I * g * b = 0) :
    ‖b‖ ^ 2 = transmission κ γ g x ∧ ‖c‖ ^ 2 = g ^ 2 * absorption κ γ g x := by
  have hD := (norm_response_sq_pos hκ hγ g x).ne'
  -- eliminate one amplitude at a time
  have hb : b * response κ γ g x = ((γ / 2 : ℝ) : ℂ) + ((-x : ℝ) : ℂ) * I := by
    unfold response
    push_cast
    linear_combination ((γ : ℂ) / 2 - I * x) * h1 - I * g * h2 + (g : ℂ) ^ 2 * b * I_sq
  have hc : c * response κ γ g x = ((0 : ℝ) : ℂ) + ((-g : ℝ) : ℂ) * I := by
    unfold response
    push_cast
    linear_combination ((κ : ℂ) / 2 - I * x) * h2 - I * g * h1 + (g : ℂ) ^ 2 * c * I_sq
  constructor
  · unfold transmission
    rw [eq_div_iff hD, ← mul_pow, ← norm_mul, hb, Complex.sq_norm, Complex.normSq_add_mul_I]
    ring
  · unfold absorption
    rw [mul_one_div, eq_div_iff hD, ← mul_pow, ← norm_mul, hc, Complex.sq_norm,
      Complex.normSq_add_mul_I]
    ring
```

Here $b$ and $c$ are the cavity and emitter amplitudes, and `h1` and `h2` are the steady-state equations for unit drive:

$$(\kappa/2-ix)b+igc=1,\qquad (\gamma/2-ix)c+igb=0 .$$

Eliminating one amplitude at a time gives $bD=\gamma/2-ix$ and $cD=-ig$. Therefore $|b|^2=T$ and $|c|^2=g^2A$.

The equations are assumed. That a real molecule in a cavity obeys them, with weak excitation, a single mode, constant loss rates and no pure dephasing, is the step left to physics.

## Where the peaks lie

```lean
/-- For positive loss rates, absorption is globally maximal exactly where
`x² = g² - (κ² + γ²)/8`, or at `x = 0` if that value is negative. -/
theorem absorption_max_iff {κ γ : ℝ} (hκ : 0 < κ) (hγ : 0 < γ) (g x : ℝ) :
    (∀ y, absorption κ γ g y ≤ absorption κ γ g x) ↔
      x ^ 2 = max (g ^ 2 - (κ ^ 2 + γ ^ 2) / 8) 0 := by
  -- completing the square in x²
  have hle : ∀ y, absorption κ γ g y ≤ absorption κ γ g x ↔
      (x ^ 2 - (g ^ 2 - (κ ^ 2 + γ ^ 2) / 8)) ^ 2 ≤
        (y ^ 2 - (g ^ 2 - (κ ^ 2 + γ ^ 2) / 8)) ^ 2 := by
    intro y
    unfold absorption
    rw [one_div_le_one_div (norm_response_sq_pos hκ hγ g y) (norm_response_sq_pos hκ hγ g x),
      norm_response_sq, norm_response_sq]
    constructor <;> intro h <;> linarith
  simp only [hle]
  generalize g ^ 2 - (κ ^ 2 + γ ^ 2) / 8 = s
  rcases le_total 0 s with hs | hs
  · rw [max_eq_left hs]
    constructor
    · intro h
      have h1 := h (√s)
      rw [Real.sq_sqrt hs] at h1
      have h2 : (x ^ 2 - s) ^ 2 = 0 := le_antisymm (by linarith) (sq_nonneg _)
      have h3 := pow_eq_zero_iff two_ne_zero |>.1 h2
      linarith
    · intro h y
      rw [h, sub_self]
      nlinarith [sq_nonneg (y ^ 2 - s)]
  · rw [max_eq_right hs]
    constructor
    · intro h
      have h1 := h 0
      have h2 : (x ^ 2) ^ 2 = 0 := le_antisymm
        (by nlinarith [mul_nonneg (sq_nonneg x) (neg_nonneg.2 hs)]) (sq_nonneg _)
      exact pow_eq_zero_iff two_ne_zero |>.1 h2
    · intro h y
      rw [h]
      nlinarith [mul_nonneg (sq_nonneg y) (neg_nonneg.2 hs), sq_nonneg (y ^ 2)]
```

The left side of `↔` says that $x$ is a global maximum. Put $s=g^2-(\kappa^2+\gamma^2)/8$. Collecting powers of $x^2$ gives

$$|D|^2=(x^2-s)^2+\left(\tfrac{\kappa\gamma}{4}+g^2\right)^2-s^2 .$$

Only the first square depends on $x$, so absorption is largest where that square is smallest. If $s\ge0$, this is at $x^2=s$; if $s\le0$, it is at $x=0$. The expression `max … 0` joins the two cases.

In the proof, `hle` turns the comparison of two absorption values into a comparison of squares. Testing a supposed maximum against $y=\sqrt s$ or $y=0$ then fixes $x^2$.

```lean
/-- For positive loss rates, transmission is globally maximal exactly where
`x² = √(g⁴ + g²γ(γ + κ)/2) - γ²/4`, or at `x = 0` if that value is negative. -/
theorem transmission_max_iff {κ γ : ℝ} (hκ : 0 < κ) (hγ : 0 < γ) (g x : ℝ) :
    (∀ y, transmission κ γ g y ≤ transmission κ γ g x) ↔
      x ^ 2 = max (√(g ^ 4 + g ^ 2 * γ * (γ + κ) / 2) - γ ^ 2 / 4) 0 := by
  have hr : √(g ^ 4 + g ^ 2 * γ * (γ + κ) / 2) ^ 2 = g ^ 4 + g ^ 2 * γ * (γ + κ) / 2 :=
    Real.sq_sqrt (by positivity)
  have hr0 := Real.sqrt_nonneg (g ^ 4 + g ^ 2 * γ * (γ + κ) / 2)
  generalize √(g ^ 4 + g ^ 2 * γ * (γ + κ) / 2) = r at hr hr0 ⊢
  -- the difference of two transmission values factorises
  have hle : ∀ y, transmission κ γ g y ≤ transmission κ γ g x ↔
      0 ≤ (y ^ 2 - x ^ 2) * ((x ^ 2 + γ ^ 2 / 4) * (y ^ 2 + γ ^ 2 / 4) - r ^ 2) := by
    intro y
    unfold transmission
    rw [hr, div_le_div_iff₀ (norm_response_sq_pos hκ hγ g y) (norm_response_sq_pos hκ hγ g x),
      norm_response_sq, norm_response_sq]
    constructor <;> intro h <;> linarith
  simp only [hle]
  have hm : 0 < γ ^ 2 / 4 := by positivity
  generalize γ ^ 2 / 4 = m at hm ⊢
  rcases le_total m r with h0 | h0
  · rw [max_eq_left (by linarith)]
    constructor
    · intro h
      have h1 := h (√(r - m))
      rw [Real.sq_sqrt (by linarith)] at h1
      have h2 : (x ^ 2 - (r - m)) ^ 2 = 0 := by
        refine le_antisymm ?_ (sq_nonneg _)
        by_contra hc
        have h3 := mul_pos (lt_of_lt_of_le hm h0) (not_le.1 hc)
        linarith
      have h3 := pow_eq_zero_iff two_ne_zero |>.1 h2
      linarith
    · intro h y
      have h1 : (y ^ 2 - (r - m)) * ((r - m + m) * (y ^ 2 + m) - r ^ 2)
          = r * (y ^ 2 - (r - m)) ^ 2 := by ring
      rw [h, h1]
      exact mul_nonneg hr0 (sq_nonneg _)
  · rw [max_eq_right (by linarith)]
    have hrm := pow_le_pow_left₀ hr0 h0 2
    constructor
    · intro h
      have h1 := h 0
      by_contra hx
      have hxp : 0 < x ^ 2 := lt_of_le_of_ne (sq_nonneg x) (Ne.symm hx)
      have h2 : 0 < (x ^ 2 + m) * m - r ^ 2 := by nlinarith [mul_pos hxp hm]
      have h3 := mul_pos hxp h2
      linarith
    · intro h y
      rw [h]
      exact mul_nonneg (by linarith [sq_nonneg y])
        (by nlinarith [mul_nonneg hm.le (sq_nonneg y)])
```

Put $m=\gamma^2/4$, $r=\sqrt{g^4+g^2\gamma(\gamma+\kappa)/2}$, $u=x^2+m$ and $v=y^2+m$. Cross-multiplying $T(y)\le T(x)$ and factorising gives

$$(v-u)(uv-r^2)\ge0,$$

which is `hle` in this proof.

- If $r\ge m$, the choice $v=r$ turns the left side into $-r(u-r)^2$, which forces $u=r$. Conversely, $u=r$ gives $r(v-r)^2\ge0$ for every $v$. The maxima lie at $x^2=r-m$.
- If $r\le m$, compare with $y=0$, that is $v=m$. For $x\neq0$ we have $u>m$ and $um>r^2$, so the product is negative and $x$ is no maximum. At $x=0$ both factors are non-negative for every $y$.

```lean
/-- If the global maxima of a spectrum lie exactly where `x² = max s 0`, the spectrum is a
doublet exactly when `s` is positive. -/
theorem isDoublet_iff {f : ℝ → ℝ} {s : ℝ}
    (h : ∀ x, (∀ y, f y ≤ f x) ↔ x ^ 2 = max s 0) : IsDoublet f ↔ 0 < s := by
  constructor
  · rintro ⟨a, ha, H⟩
    by_contra hs
    have h1 := (h a).1 ((H a).2 (Or.inl rfl))
    rw [max_eq_right (not_lt.1 hs)] at h1
    have h2 := pow_pos ha 2
    linarith
  · intro hs
    refine ⟨√s, Real.sqrt_pos.2 hs, fun x => ?_⟩
    rw [h x, max_eq_left hs.le, ← sq_eq_sq_iff_eq_or_eq_neg, Real.sq_sqrt hs.le]
```

If the maxima of a spectrum lie at $x^2=\max(s,0)$, it is a doublet exactly when $s>0$. For $s>0$ the peaks are at $\pm\sqrt s$; otherwise the only maximum is $x=0$.

## When the frequencies split

```lean
/-- For positive coupling, the two mode frequencies differ exactly when `4g > |κ - γ|`. -/
theorem modesSplit_iff (κ γ : ℝ) {g : ℝ} (hg : 0 < g) :
    ModesSplit κ γ g ↔ |κ - γ| < 4 * g := by
  have hs : |κ - γ| < 4 * g ↔ (κ - γ) ^ 2 < (4 * g) ^ 2 := by
    rw [sq_lt_sq, abs_of_pos (show 0 < 4 * g by linarith)]
  -- real and imaginary parts of the secular determinant
  have hdet : ∀ a b : ℝ,
      (((a : ℂ) + b * I) • (1 : Matrix (Fin 2) (Fin 2) ℂ) - hamiltonian κ γ g).det =
      ((a ^ 2 - (b + κ / 2) * (b + γ / 2) - g ^ 2 : ℝ) : ℂ)
        + ((a * (2 * b + (κ + γ) / 2) : ℝ) : ℂ) * I := by
    intro a b
    rw [Matrix.det_fin_two]
    simp only [hamiltonian, Matrix.sub_apply, Matrix.smul_apply, Matrix.one_apply, smul_eq_mul,
      Matrix.of_apply, Matrix.cons_val', Matrix.cons_val_zero, Matrix.cons_val_one,
      Matrix.cons_val_fin_one, if_true, zero_ne_one, one_ne_zero, if_false]
    push_cast
    linear_combination ((b : ℂ) + κ / 2) * (b + γ / 2) * I_sq
  have hzero : ∀ p q : ℝ, (p : ℂ) + q * I = 0 → p = 0 ∧ q = 0 := fun p q h =>
    ⟨by simpa using congrArg Complex.re h, by simpa using congrArg Complex.im h⟩
  rw [hs]
  constructor
  · rintro ⟨z, w, hz, hw, hne⟩
    have key : ∀ v : ℂ, (v • (1 : Matrix (Fin 2) (Fin 2) ℂ) - hamiltonian κ γ g).det = 0 →
        v.re ≠ 0 → (κ - γ) ^ 2 < (4 * g) ^ 2 := by
      intro v hv hv0
      rw [← Complex.re_add_im v, hdet] at hv
      obtain ⟨h1, h2⟩ := hzero _ _ hv
      have h3 := (mul_eq_zero.1 h2).resolve_left hv0
      have h4 : v.im = -(κ + γ) / 4 := by linarith
      rw [h4] at h1
      have h5 : 0 < v.re ^ 2 := by positivity
      nlinarith
    by_cases h0 : z.re = 0
    · exact key w hw (fun h => hne (h0.trans h.symm))
    · exact key z hz h0
  · intro h
    have hd : 0 < g ^ 2 - (κ - γ) ^ 2 / 16 := by nlinarith
    have ha := Real.sqrt_pos.2 hd
    have ha2 := Real.sq_sqrt hd.le
    generalize √(g ^ 2 - (κ - γ) ^ 2 / 16) = a at ha ha2
    have hroot : ∀ t : ℝ, t ^ 2 = a ^ 2 →
        (((t : ℂ) + ((-(κ + γ) / 4 : ℝ) : ℂ) * I) • (1 : Matrix (Fin 2) (Fin 2) ℂ)
          - hamiltonian κ γ g).det = 0 := by
      intro t ht
      have h1 : t ^ 2 - (-(κ + γ) / 4 + κ / 2) * (-(κ + γ) / 4 + γ / 2) - g ^ 2 = 0 := by
        rw [ht, ha2]
        ring
      have h2 : t * (2 * (-(κ + γ) / 4) + (κ + γ) / 2) = 0 := by ring
      rw [hdet, h1, h2]
      simp
    refine ⟨_, _, hroot a rfl, hroot (-a) (by ring), ?_⟩
    simp only [Complex.add_re, Complex.re_ofReal_mul, Complex.ofReal_re, Complex.I_re, mul_zero,
      add_zero]
    intro h1
    linarith
```

Write $z=a+ib$, where $b$ is now a real number. The real and imaginary parts of $\det(z-H)=0$ are

$$a^2-(b+\kappa/2)(b+\gamma/2)-g^2=0,\qquad a\left(2b+\tfrac{\kappa+\gamma}{2}\right)=0 .$$

Two different real parts cannot both vanish, so some root has $a\neq0$. Then $b=-(\kappa+\gamma)/4$, and

$$a^2=g^2-\frac{(\kappa-\gamma)^2}{16}>0,$$

which for $g>0$ means $|\kappa-\gamma|<4g$. Conversely, under this inequality both signs of $a$ give roots. In the proof, `hdet` separates the two parts, `key` gives the first direction and `hroot` the second.

## Peaks compared with frequencies

```lean
/-- For positive loss rates and coupling, an absorption doublet implies split mode frequencies;
for any positive loss rates some positive coupling splits them without an absorption doublet. -/
theorem absorption_doublet_vs_splitting {κ γ : ℝ} (hκ : 0 < κ) (hγ : 0 < γ) :
    (∀ g > 0, IsDoublet (absorption κ γ g) → ModesSplit κ γ g) ∧
      ∃ g > 0, ModesSplit κ γ g ∧ ¬ IsDoublet (absorption κ γ g) := by
  constructor
  · intro g hg h
    rw [isDoublet_iff (absorption_max_iff hκ hγ g)] at h
    rw [modesSplit_iff κ γ hg]
    exact abs_lt_of_sq_lt_sq (by nlinarith [sq_nonneg (κ + γ)]) (by linarith)
  · -- the coupling at which the absorption doublet is just lost
    have hp : 0 < (κ ^ 2 + γ ^ 2) / 8 := by positivity
    have hg := Real.sqrt_pos.2 hp
    have hg2 := Real.sq_sqrt hp.le
    refine ⟨√((κ ^ 2 + γ ^ 2) / 8), hg, ?_, ?_⟩
    · rw [modesSplit_iff κ γ hg]
      refine abs_lt_of_sq_lt_sq ?_ (by linarith)
      rw [mul_pow, hg2]
      nlinarith [pow_pos (add_pos hκ hγ) 2]
    · rw [isDoublet_iff (absorption_max_iff hκ hγ _), hg2, sub_self]
      exact lt_irrefl 0
```

An absorption doublet means $8g^2>\kappa^2+\gamma^2$. Hence

$$16g^2>2(\kappa^2+\gamma^2)=(\kappa-\gamma)^2+(\kappa+\gamma)^2>(\kappa-\gamma)^2,$$

and the modes are split. For the second half, take $g^2=(\kappa^2+\gamma^2)/8$. The splitting condition still holds, but now $s=0$ and absorption has a single peak. The tactic `nlinarith` closes such inequalities once it is given the right square.

```lean
/-- For positive loss rates, an absorption doublet implies a transmission doublet. -/
theorem transmission_doublet_of_absorption {κ γ : ℝ} (hκ : 0 < κ) (hγ : 0 < γ) (g : ℝ)
    (h : IsDoublet (absorption κ γ g)) : IsDoublet (transmission κ γ g) := by
  rw [isDoublet_iff (absorption_max_iff hκ hγ g)] at h
  rw [isDoublet_iff (transmission_max_iff hκ hγ g), sub_pos]
  apply Real.lt_sqrt_of_sq_lt
  have h1 : 0 < g ^ 2 - γ ^ 2 / 8 := by nlinarith [pow_pos hκ 2]
  have h2 := mul_pos h1 (pow_pos hγ 2)
  have h3 : 0 ≤ g ^ 2 * γ * κ := by positivity
  have h4 : 0 ≤ g ^ 4 := by positivity
  nlinarith
```

A transmission doublet needs $r>m$, that is $g^4+g^2\gamma(\gamma+\kappa)/2>\gamma^4/16$. An absorption doublet gives $g^2>\gamma^2/8$, so the term $g^2\gamma^2/2$ alone exceeds the right side.

```lean
/-- For any positive emitter loss and coupling, some cavity loss rate gives a transmission
doublet although the mode frequencies are not split. -/
theorem transmission_doublet_without_splitting {γ g : ℝ} (hγ : 0 < γ) (hg : 0 < g) :
    ∃ κ > 0, IsDoublet (transmission κ γ g) ∧ ¬ ModesSplit κ γ g := by
  obtain ⟨κ, h1, h2⟩ : ∃ κ, γ + 4 * g ≤ κ ∧ γ ^ 3 ≤ g ^ 2 * κ := by
    refine ⟨γ + 4 * g + γ ^ 3 / g ^ 2, ?_, ?_⟩
    · have h : 0 ≤ γ ^ 3 / g ^ 2 := by positivity
      linarith
    · have h : g ^ 2 * (γ ^ 3 / g ^ 2) = γ ^ 3 := by field_simp
      have h' : 0 ≤ g ^ 2 * (γ + 4 * g) := by positivity
      rw [mul_add, h]
      linarith
  have hκ : 0 < κ := by linarith
  refine ⟨κ, hκ, ?_, ?_⟩
  · rw [isDoublet_iff (transmission_max_iff hκ hγ g), sub_pos]
    apply Real.lt_sqrt_of_sq_lt
    have h3 := mul_le_mul_of_nonneg_left h2 hγ.le
    have h4 : 0 < g ^ 4 := by positivity
    have h5 : 0 < g ^ 2 * γ ^ 2 := by positivity
    have h6 : 0 < γ ^ 4 := by positivity
    nlinarith
  · rw [modesSplit_iff κ γ hg, not_lt]
    exact le_trans (by linarith) (le_abs_self (κ - γ))

end

end LossyCavityDoublets
```

Take $\kappa=\gamma+4g+\gamma^3/g^2$. Then $\kappa-\gamma\ge4g$, so the frequencies are not split. Also $g^2\kappa\ge\gamma^3$, so $g^2\gamma\kappa/2\ge\gamma^4/2>\gamma^4/16$, and transmission is a doublet. Physically, the narrow emitter line cuts a dip into a broad cavity resonance by interference.

```lean
#print axioms LossyCavityDoublets.steady_state
#print axioms LossyCavityDoublets.absorption_doublet_vs_splitting
#print axioms LossyCavityDoublets.transmission_doublet_of_absorption
#print axioms LossyCavityDoublets.transmission_doublet_without_splitting
```

```
'LossyCavityDoublets.steady_state' depends on axioms: [propext, Classical.choice, Quot.sound]
'LossyCavityDoublets.absorption_doublet_vs_splitting' depends on axioms: [propext, Classical.choice, Quot.sound]
'LossyCavityDoublets.transmission_doublet_of_absorption' depends on axioms: [propext, Classical.choice, Quot.sound]
'LossyCavityDoublets.transmission_doublet_without_splitting' depends on axioms: [propext, Classical.choice, Quot.sound]
```
